# If every nonzero energy level is at least g > 0, a state's weight outside the zero-energy space is at most its mean energy divided by g

Let `H` be a symmetric operator on a finite-dimensional complex inner product space, with every nonzero eigenvalue at least `g > 0`, and let P be the orthogonal projection onto its kernel, the zero-energy space. The theorem `norm_sub_projection_le` states that ‖x − Px‖² ≤ ⟨x, Hx⟩/g for every vector x. For normalised x, the left side is the probability of finding the state outside the kernel, and ⟨x, Hx⟩ is its mean energy; for other nonzero x, both are multiplied by ‖x‖². The proof applies an earlier bound, that a vector y orthogonal to the kernel has energy at least g‖y‖², to y = x − Px. It then needs the step `he`, that removing Px leaves the energy unchanged.

In Lean, a first try:

```lean
import Mathlib

open scoped InnerProductSpace

namespace NormSubProjectionLe

noncomputable section

variable {E : Type*} [NormedAddCommGroup E] [InnerProductSpace ℂ E]

/-- The real part of `⟨x, H x⟩`; for symmetric `H` this is `⟨x, H x⟩` itself. -/
def energy (H : E →ₗ[ℂ] E) (x : E) : ℝ := (⟪x, H x⟫_ℂ).re

/-- Every nonzero real eigenvalue of `H` is at least `g`. -/
def HasGap (H : E →ₗ[ℂ] E) (g : ℝ) : Prop :=
  ∀ μ : ℝ, μ ≠ 0 → Module.End.HasEigenvalue H (μ : ℂ) → g ≤ μ

variable [FiniteDimensional ℂ E]

/-- The energy of a symmetric operator is the sum of its eigenvalues weighted by the
squared overlaps of the vector with an orthonormal eigenbasis. -/
theorem energy_eq_sum {H : E →ₗ[ℂ] E} (hs : H.IsSymmetric) (x : E) :
    energy H x = ∑ i : Fin (Module.finrank ℂ E),
      hs.eigenvalues rfl i * ‖⟪hs.eigenvectorBasis rfl i, x⟫_ℂ‖ ^ 2 := by
  rw [energy, ← (hs.eigenvectorBasis rfl).sum_inner_mul_inner x (H x), Complex.re_sum]
  apply Finset.sum_congr rfl
  intro i _
  have hb : H (hs.eigenvectorBasis rfl i)
      = ((hs.eigenvalues rfl i : ℝ) : ℂ) • hs.eigenvectorBasis rfl i :=
    hs.apply_eigenvectorBasis rfl i
  rw [← hs (hs.eigenvectorBasis rfl i) x, hb, inner_smul_left, Complex.conj_ofReal,
    ← inner_conj_symm x (hs.eigenvectorBasis rfl i), ← Complex.normSq_eq_norm_sq,
    Complex.normSq_apply]
  generalize ⟪hs.eigenvectorBasis rfl i, x⟫_ℂ = c
  simp only [Complex.mul_re, Complex.mul_im, Complex.conj_re, Complex.conj_im,
    Complex.ofReal_re, Complex.ofReal_im]
  ring

/-- If every nonzero eigenvalue of a symmetric `H` is at least `g`, then a vector `y`
orthogonal to the kernel has energy at least `g ‖y‖²`. -/
theorem energy_ge_of_orthogonal {H : E →ₗ[ℂ] E} (hs : H.IsSymmetric) {g : ℝ}
    (hgap : HasGap H g) {y : E} (hy : y ∈ (LinearMap.ker H)ᗮ) :
    g * ‖y‖ ^ 2 ≤ energy H y := by
  rw [energy_eq_sum hs, ← (hs.eigenvectorBasis rfl).sum_sq_norm_inner_right y,
    Finset.mul_sum]
  apply Finset.sum_le_sum
  intro i _
  by_cases h0 : hs.eigenvalues rfl i = 0
  · -- zero modes have no overlap with `y`
    have hk : hs.eigenvectorBasis rfl i ∈ LinearMap.ker H := by
      rw [LinearMap.mem_ker, hs.apply_eigenvectorBasis, h0]
      simp
    rw [(Submodule.mem_orthogonal _ _).1 hy _ hk]
    simp
  · exact mul_le_mul_of_nonneg_right
      (hgap _ h0 (hs.hasEigenvalue_eigenvalues rfl i)) (sq_nonneg _)

/-- If `H` is symmetric, `g > 0` and every nonzero eigenvalue of `H` is at least `g`, the
part of `x` outside the kernel has squared norm at most `⟨x, H x⟩ / g`. -/
theorem norm_sub_projection_le {H : E →ₗ[ℂ] E} (hs : H.IsSymmetric) {g : ℝ} (hg : 0 < g)
    (hgap : HasGap H g) (x : E) :
    ‖x - (LinearMap.ker H).starProjection x‖ ^ 2 ≤ energy H x / g := by
  have hy := (LinearMap.ker H).sub_starProjection_mem_orthogonal x
  have hk : H ((LinearMap.ker H).starProjection x) = 0 :=
    LinearMap.mem_ker.1 ((LinearMap.ker H).starProjection_apply_mem x)
  have hb := energy_ge_of_orthogonal hs hgap hy
  -- removing the kernel component does not change the energy
  have he : energy H (x - (LinearMap.ker H).starProjection x) = energy H x := by
    rw [energy, energy, map_sub, hk, sub_zero, inner_sub_left, ← hs _ x, hk,
      inner_zero_left, sub_zero]
  rw [le_div_iff₀ hg]
  linarith

end

end NormSubProjectionLe
```

Compiling this gives:

```
Main.lean:69:73: error: Tactic `rewrite` failed: Did not find an occurrence of the pattern
  H (H.ker.starProjection x)
in the target expression
  (⟪H x, x⟫_ℂ - ⟪H.ker.starProjection x, H x⟫_ℂ).re = (⟪H x, x⟫_ℂ).re

E : Type u_1
inst✝² : NormedAddCommGroup E
inst✝¹ : InnerProductSpace ℂ E
inst✝ : FiniteDimensional ℂ E
H : E →ₗ[ℂ] E
hs : H.IsSymmetric
g : ℝ
hg : 0 < g
hgap : HasGap H g
x : E
hy : x - H.ker.starProjection x ∈ H.kerᗮ
hk : H (H.ker.starProjection x) = 0
hb : g * ‖x - H.ker.starProjection x‖ ^ 2 ≤ energy H (x - H.ker.starProjection x)
⊢ (⟪H x, x⟫_ℂ - ⟪H.ker.starProjection x, H x⟫_ℂ).re = (⟪H x, x⟫_ℂ).re
```

The repair, with which the file compiles:

```diff
@@ -67,5 +67,6 @@
   -- removing the kernel component does not change the energy
   have he : energy H (x - (LinearMap.ker H).starProjection x) = energy H x := by
-    rw [energy, energy, map_sub, hk, sub_zero, inner_sub_left, ← hs _ x, hk,
+    rw [energy, energy, map_sub, hk, sub_zero, inner_sub_left,
+      ← hs ((LinearMap.ker H).starProjection x) x, hk,
       inner_zero_left, sub_zero]
   rw [le_div_iff₀ hg]
```

Cause. The error is in `he`. After `inner_sub_left`, the left side of the goal holds ⟨x, Hx⟩ − ⟨Px, Hx⟩, and the right side holds ⟨x, Hx⟩. The next step should use symmetry to turn ⟨Px, Hx⟩ into ⟨H(Px), x⟩, which vanishes by `hk`.

But `← hs _ x` leaves the first argument open, so its pattern is ⟨?, Hx⟩, which also fits ⟨x, Hx⟩. Lean's `rw` settled on that term, fixing the blank as x, and rewrote its occurrences on both sides to ⟨Hx, x⟩. The term ⟨Px, Hx⟩ did not match the pattern so fixed and stayed as it was, as the goal in the message shows. The following rewrite with `hk` then found no `H (H.ker.starProjection x)` to replace by zero.

The repair fills the blank with `(LinearMap.ker H).starProjection x`. Now only ⟨Px, Hx⟩ matches, `H` moves onto Px, and `hk`, `inner_zero_left` and `sub_zero` finish the step. The added line break is mere layout.
